# The two-mode magnon matrix cannot be diagonalized at its Goldstone point, and a small positive shift opens a gap of order √e

A linear spin-wave calculation that asks for two independent modes at a Goldstone point can be asking for something that doesn't exist. In the model below, the matrix at that point has only one eigenvector up to scale. If a small positive number $e$ is added to the diagonal of the Hamiltonian to get past the obstacle, a frequency that should be zero becomes about $\sqrt{2Ae}$, where $A>0$ is the exchange energy. If a small error pushes the diagonal down instead, the frequencies become imaginary and the zero mode is replaced by a spurious exponential instability.

The model is a pair of magnon modes with annihilation operators $a$ and $b$, coupled to each other but without terms beyond quadratic order. Up to a constant, the Hamiltonian is

$$H=(A+e)(a^\dagger a+b^\dagger b)+A(ab+a^\dagger b^\dagger).$$

With $\hbar=1$, the Bose commutators give

$$i\dot a=(A+e)\,a+A\,b^\dagger,\qquad i\dot b^\dagger=-A\,a-(A+e)\,b^\dagger .$$

The coefficients on the right form the magnon matrix $M$. The shift $e$ can stand for a real easy-axis anisotropy, a regularization or a numerical error.

## From the Hamiltonian to the equations of motion

```lean
import Mathlib

open Matrix Filter Topology

namespace GoldstoneMagnon

noncomputable section

/-- Coefficient matrix of the quadratic spin-wave Hamiltonian for a pair of magnon modes,
with exchange energy `A` and a shift `e` of the diagonal. -/
def hamiltonian (A e : ℝ) : Matrix (Fin 2) (Fin 2) ℂ :=
  !![(A : ℂ) + e, (A : ℂ); (A : ℂ), (A : ℂ) + e]
```

This defines the matrix $\begin{pmatrix}A+e&A\\A&A+e\end{pmatrix}$. The type `Matrix (Fin 2) (Fin 2) ℂ` means a complex matrix whose rows and columns are numbered 0 and 1. The parameters are real, and `(A : ℂ)` is the same number regarded as complex. Both are simply given: no spin lattice or broken symmetry is used to derive them.

```lean
/-- The metric `diag(1, -1)` that encodes the Bose commutation relations of an annihilation
and a creation operator. -/
def metric : Matrix (Fin 2) (Fin 2) ℂ := !![1, 0; 0, -1]
```

The metric is $\mathrm{diag}(1,-1)$. Its minus sign comes from $[b^\dagger,b]=-1$, as opposed to $[a,a^\dagger]=1$.

```lean
/-- The magnon matrix, which generates the linear equations of motion: metric times
Hamiltonian matrix. -/
def magnon (A e : ℝ) : Matrix (Fin 2) (Fin 2) ℂ := metric * hamiltonian A e
```

The magnon matrix $M$ is the product of the two. For $A\neq0$ it is not Hermitian, so the usual guarantee of a full set of eigenvectors is absent.

## Frequencies, diagonal form and the two square roots

```lean
/-- `μ` is a magnon frequency if the magnon matrix has a nonzero eigenvector with
eigenvalue `μ`. -/
def IsMode (A e : ℝ) (μ : ℂ) : Prop :=
  ∃ v : Fin 2 → ℂ, v ≠ 0 ∧ magnon A e *ᵥ v = μ • v
```

A complex number $\mu$ is a frequency if $Mv=\mu v$ for some $v\neq0$. In Lean, `*ᵥ` applies a matrix to a vector and `•` multiplies by a number. With time dependence $e^{-i\mu t}$, a nonzero real $\mu$ means oscillation, and a positive imaginary part means exponential growth.

```lean
/-- A matrix is diagonalizable if an invertible change of modes `P` brings it to
diagonal form. -/
def Diagonalizable (M : Matrix (Fin 2) (Fin 2) ℂ) : Prop :=
  ∃ (P : Matrix (Fin 2) (Fin 2) ℂ) (d : Fin 2 → ℂ),
    IsUnit P ∧ M * P = P * Matrix.diagonal d
```

Diagonalizability means $MP=PD$ with $P$ invertible and $D=\mathrm{diag}(d_0,d_1)$. A Bogoliubov transformation is a special $P$ that also preserves the commutators. If no invertible $P$ works, no Bogoliubov transformation works either. In the other direction, finding some $P$ doesn't by itself supply a Bogoliubov transformation.

```lean
/-- The magnon gap `√(e(2A+e))`, meant for `A > 0` and `e ≥ 0`. -/
def gap (A e : ℝ) : ℝ := √(e * (2 * A + e))
```

The gap is $\sqrt{e(2A+e)}$. Lean's real square root returns 0 for negative arguments, so this definition and the next should be read with the ranges named in their comments.

```lean
/-- The growth rate `√(-e(2A+e))`, meant for `-2A ≤ e ≤ 0`. -/
def growthRate (A e : ℝ) : ℝ := √(-e * (2 * A + e))
```

The growth rate is $\sqrt{-e(2A+e)}$, the corresponding real number for negative shifts.

## One number fixes both frequencies

```lean
/-- The entries of the magnon matrix. -/
theorem magnon_eq (A e : ℝ) :
    magnon A e = !![(A : ℂ) + e, (A : ℂ); -(A : ℂ), -(A : ℂ) - e] := by
  ext i j
  fin_cases i <;> fin_cases j <;>
    simp [magnon, metric, hamiltonian, Matrix.mul_apply, Fin.sum_univ_two]
  ring
```

A `theorem` consists of a statement, then `:=`, then a proof. This one writes out the product:

$$M=\begin{pmatrix}A+e&A\\-A&-A-e\end{pmatrix}.$$

The proof compares the four entries one at a time: `ext i j` introduces the indices and `fin_cases` runs through their values.

```lean
/-- The square of the magnon matrix is the number `e(2A+e)` times the identity. -/
theorem magnon_sq (A e : ℝ) :
    magnon A e ^ 2 = ((e : ℂ) * (2 * A + e)) • (1 : Matrix (Fin 2) (Fin 2) ℂ) := by
  rw [pow_two, magnon_eq]
  ext i j
  fin_cases i <;> fin_cases j <;>
    simp [Matrix.mul_apply, Fin.sum_univ_two] <;> ring
```

By hand, the off-diagonal entries of $M^2$ cancel, since $(A+e)A-A(A+e)=0$. Both diagonal entries equal

$$(A+e)^2-A^2=e(2A+e).$$

Hence $M^2=e(2A+e)\,\mathbf 1$. Lean again goes entry by entry, and `ring` does the algebra.

```lean
/-- The magnon frequencies are exactly the complex numbers whose square is `e(2A+e)`. -/
theorem isMode_iff (A e : ℝ) (μ : ℂ) :
    IsMode A e μ ↔ μ ^ 2 = (e : ℂ) * (2 * A + e) := by
  have h : IsMode A e μ ↔ ∃ v : Fin 2 → ℂ, v ≠ 0 ∧
      (magnon A e - μ • (1 : Matrix (Fin 2) (Fin 2) ℂ)) *ᵥ v = 0 := by
    simp only [IsMode, Matrix.sub_mulVec, Matrix.smul_mulVec, Matrix.one_mulVec, sub_eq_zero]
  -- the characteristic determinant
  have hd : (magnon A e - μ • (1 : Matrix (Fin 2) (Fin 2) ℂ)).det
      = μ ^ 2 - (e : ℂ) * (2 * A + e) := by
    rw [magnon_eq, Matrix.det_fin_two]
    simp
    ring
  rw [h, Matrix.exists_mulVec_eq_zero_iff, hd, sub_eq_zero]
```

The number $\mu$ is a frequency exactly when $\mu^2=e(2A+e)$. To see this, rewrite $Mv=\mu v$ as $(M-\mu\mathbf 1)v=0$. A nonzero solution exists exactly when the determinant vanishes, and

$$\det(M-\mu\mathbf 1)=(A+e-\mu)(-A-e-\mu)+A^2=\mu^2-e(2A+e).$$

In the proof, `h` is the rewriting and `hd` is the determinant. The library result `Matrix.exists_mulVec_eq_zero_iff` links the two. The statement holds for all real $A$ and $e$.

## What fails at zero shift

```lean
/-- Without a shift and with `A ≠ 0`, the magnon matrix is nonzero but its square vanishes. -/
theorem goldstone_nilpotent {A : ℝ} (hA : A ≠ 0) :
    magnon A 0 ≠ 0 ∧ magnon A 0 ^ 2 = 0 := by
  constructor
  · intro h
    exact hA (by simpa [magnon_eq] using congrFun (congrFun h 0) 1)
  · rw [magnon_sq]
    simp
```

At $e=0$ the matrix is

$$M=A\begin{pmatrix}1&1\\-1&-1\end{pmatrix},$$

whose square is zero by the previous formula. It is not itself zero, because its entry in row 0, column 1 is $A\neq0$. The proof reads off that entry with `congrFun (congrFun h 0) 1`.

The condition $A\neq0$ matters here. For $A=e=0$ the matrix vanishes and is already diagonal, so a zero frequency alone does no harm. The trouble comes from a zero mode combined with the coupling between $a$ and $b^\dagger$. The Goldstone mode enters through the choice $e=0$; Goldstone's theorem, which would derive such a mode from a broken continuous symmetry, is not used or proved.

```lean
/-- For `A > 0` and `e > -2A`, the magnon matrix can be diagonalized if and only if the
shift `e` is nonzero. -/
theorem diagonalizable_iff {A e : ℝ} (hA : 0 < A) (he : -2 * A < e) :
    Diagonalizable (magnon A e) ↔ e ≠ 0 := by
  constructor
  · rintro ⟨P, d, hP, h⟩ rfl
    obtain ⟨hne, hsq⟩ := goldstone_nilpotent hA.ne'
    -- nilpotency passes to the diagonal form, which must then vanish
    have h2 : P * (Matrix.diagonal d * Matrix.diagonal d) = 0 := by
      rw [← mul_assoc, ← h, mul_assoc, ← h, ← mul_assoc, ← pow_two, hsq, zero_mul]
    have h3 := hP.mul_right_eq_zero.mp h2
    have hd : d = 0 := by
      funext i
      have h4 := congrFun (congrFun h3 i) i
      simpa [Matrix.diagonal_mul_diagonal] using h4
    apply hne
    apply hP.mul_left_eq_zero.mp
    rw [h, hd]
    ext i j
    simp
  · intro he0
    obtain ⟨ω, hω⟩ := IsAlgClosed.exists_pow_nat_eq ((e : ℂ) * (2 * A + e))
      (n := 2) (by norm_num)
    have hc : (e : ℂ) * (2 * A + e) ≠ 0 := by
      have h1 : e * (2 * A + e) ≠ 0 := mul_ne_zero he0 (ne_of_gt (by linarith))
      exact_mod_cast h1
    have hω0 : ω ≠ 0 := by
      intro h0
      exact hc (by rw [← hω, h0]; norm_num)
    -- the columns are eigenvectors for the frequencies ω and -ω
    refine ⟨!![(A : ℂ), (A : ℂ); ω - A - e, -ω - A - e], ![ω, -ω], ?_, ?_⟩
    · rw [Matrix.isUnit_iff_isUnit_det, Matrix.det_fin_two_of, isUnit_iff_ne_zero]
      have h1 : (A : ℂ) * (-ω - A - e) - A * (ω - A - e) = -2 * A * ω := by ring
      rw [h1]
      exact mul_ne_zero (mul_ne_zero (by norm_num) (by exact_mod_cast hA.ne')) hω0
    · rw [magnon_eq]
      ext i j
      fin_cases i <;> fin_cases j <;>
        simp [Matrix.mul_apply, Fin.sum_univ_two, Matrix.diagonal] <;>
        first | ring1 | linear_combination (-1 : ℂ) * hω
```

This is the central statement: for $A>0$ and $e>-2A$, the matrix $M$ is diagonalizable if and only if $e\neq0$. The Hamiltonian matrix has eigenvalues $2A+e$ and $e$, so the lower bound on $e$ says that the first of these stays positive while the second may change sign.

**Diagonalizable implies a nonzero shift.** Suppose $e=0$ and $MP=PD$. Then

$$PD^2=MPD=M^2P=0.$$

Since $P$ is invertible, $D^2=0$. Its diagonal entries are $d_i^2$, so each $d_i=0$ and $D=0$. Then $MP=0$, which gives $M=0$ and contradicts the previous theorem.

In Lean, `rintro ⟨P, d, hP, h⟩ rfl` unpacks $P$ and $D$ and sets $e$ to zero. The steps `h2`, `h3` and `hd` are $PD^2=0$, $D^2=0$ and $d=0$.

**A nonzero shift implies diagonalizable.** Choose a complex $\omega$ with $\omega^2=e(2A+e)$. Both factors on the right are nonzero, so $\omega\neq0$. Take the columns

$$v_\pm=\begin{pmatrix}A\\ \pm\omega-A-e\end{pmatrix}.$$

The upper component of $Mv_\pm$ is

$$(A+e)A+A(\pm\omega-A-e)=\pm\omega A.$$

The lower component is

$$-A^2-(A+e)(\pm\omega-A-e)=\omega^2\mp\omega(A+e)=\pm\omega(\pm\omega-A-e),$$

where $(A+e)^2-A^2=\omega^2$ was used. So $Mv_\pm=\pm\omega v_\pm$. The matrix $P$ with columns $v_+$ and $v_-$ has determinant $-2A\omega\neq0$ and is therefore invertible.

Lean obtains $\omega$ from `IsAlgClosed.exists_pow_nat_eq`, the existence of complex roots, and `refine` supplies the explicit $P$ and $D$. In the last line, `ring1` settles the upper components, while `linear_combination` brings in the equation for $\omega^2$ for the lower ones.

This direction uses the lower bound only to ensure $2A+e\neq0$. The value $e=-2A$ does have to be excluded, since $M$ is then again nonzero with square zero.

## A gap above zero, growth below

```lean
/-- For `A > 0` and a positive shift `e`, the gap is strictly positive and the magnon
frequencies are exactly plus and minus the gap. -/
theorem modes_of_pos {A e : ℝ} (hA : 0 < A) (he : 0 < e) :
    0 < gap A e ∧ ∀ μ : ℂ, IsMode A e μ ↔ μ = (gap A e : ℂ) ∨ μ = -(gap A e : ℂ) := by
  have hp : 0 < e * (2 * A + e) := by positivity
  refine ⟨Real.sqrt_pos.mpr hp, fun μ => ?_⟩
  have hs : (gap A e : ℂ) ^ 2 = (e : ℂ) * (2 * A + e) := by
    have h1 : gap A e ^ 2 = e * (2 * A + e) := Real.sq_sqrt hp.le
    exact_mod_cast h1
  rw [isMode_iff, ← hs, sq_eq_sq_iff_eq_or_eq_neg]
```

For $A>0$ and $e>0$, the product $e(2A+e)$ is positive. Its square root $\omega$, called `gap A e` in the code, is therefore strictly positive, and $\mu^2=\omega^2$ has exactly the solutions $\mu=\pm\omega$. The negative sign belongs to the creation operator in the pair and doesn't signal an excitation of negative energy.

The proof establishes positivity (`hp`) and the square of the gap (`hs`), then applies `isMode_iff`. The last lemma in the `rw` line says that equal squares mean equal or opposite numbers.

```lean
/-- For `A > 0`, the gap divided by `√e` tends to the positive number `√(2A)` as the shift
`e` decreases to zero. -/
theorem gap_order_sqrt {A : ℝ} (hA : 0 < A) :
    0 < √(2 * A) ∧ Tendsto (fun e : ℝ => gap A e / √e) (𝓝[>] 0) (𝓝 (√(2 * A))) := by
  refine ⟨Real.sqrt_pos.mpr (by positivity), ?_⟩
  have hc : Continuous (fun e : ℝ => √(2 * A + e)) := by fun_prop
  have h : Tendsto (fun e : ℝ => √(2 * A + e)) (𝓝[>] 0) (𝓝 (√(2 * A + 0))) :=
    (hc.tendsto 0).mono_left nhdsWithin_le_nhds
  rw [add_zero] at h
  -- for e > 0 the ratio equals √(2A+e)
  refine h.congr' ?_
  filter_upwards [self_mem_nhdsWithin] with e he
  have he' : 0 < e := he
  rw [gap, Real.sqrt_mul he'.le, mul_div_cancel_left₀ _ (Real.sqrt_pos.mpr he').ne']
```

This makes "of order $\sqrt e$" precise. For $e>0$,

$$\frac{\sqrt{e(2A+e)}}{\sqrt e}=\sqrt{2A+e}\;\longrightarrow\;\sqrt{2A}>0\qquad(e\downarrow0).$$

`Tendsto` expresses the limit, and `𝓝[>] 0` says that $e$ approaches zero through positive values. The proof first takes the limit of the continuous function $\sqrt{2A+e}$. It then uses `congr'` to transfer that limit to the ratio, which agrees with this function for every $e>0$.

For simulation practice, in this quadratic two-mode model, a regularization a hundred times smaller reduces the spurious gap only about tenfold once $e$ is small compared with $A$. If $e$ is a real anisotropy, the same gap is physical.

```lean
/-- For a negative shift with `-2A < e < 0`, the growth rate is strictly positive and the
magnon frequencies are exactly plus and minus `i` times the growth rate. -/
theorem modes_of_neg {A e : ℝ} (he : -2 * A < e) (he0 : e < 0) :
    0 < growthRate A e ∧ ∀ μ : ℂ, IsMode A e μ ↔
      μ = Complex.I * (growthRate A e : ℂ) ∨ μ = -(Complex.I * (growthRate A e : ℂ)) := by
  have hp : 0 < -e * (2 * A + e) := mul_pos (by linarith) (by linarith)
  refine ⟨Real.sqrt_pos.mpr hp, fun μ => ?_⟩
  have hg : (growthRate A e : ℂ) ^ 2 = -(e : ℂ) * (2 * A + e) := by
    have h1 : growthRate A e ^ 2 = -e * (2 * A + e) := Real.sq_sqrt hp.le
    exact_mod_cast h1
  have hs : (Complex.I * (growthRate A e : ℂ)) ^ 2 = (e : ℂ) * (2 * A + e) := by
    rw [mul_pow, Complex.I_sq, hg]
    ring
  rw [isMode_iff, ← hs, sq_eq_sq_iff_eq_or_eq_neg]

end

end GoldstoneMagnon
```

For $-2A<e<0$, the product $e(2A+e)$ is negative. With $\gamma=\sqrt{-e(2A+e)}>0$, called `growthRate A e` in the code,

$$(i\gamma)^2=-\gamma^2=e(2A+e),$$

so the frequencies are exactly $\pm i\gamma$. The two inequalities on $e$ already force $A>0$, which is why no separate hypothesis appears. The proof has the same outline as for positive shifts, with `hs` now computing the square of $i\gamma$. Under the time convention above, $\mu=i\gamma$ gives a solution growing as $e^{\gamma t}$. The matrix is still diagonalizable in this range, so finding an invertible $P$ that diagonalizes it is by itself no sign of stability.

```lean
#print axioms GoldstoneMagnon.diagonalizable_iff
-- 'GoldstoneMagnon.diagonalizable_iff' depends on axioms: [propext, Classical.choice, Quot.sound]
#print axioms GoldstoneMagnon.modes_of_pos
-- 'GoldstoneMagnon.modes_of_pos' depends on axioms: [propext, Classical.choice, Quot.sound]
#print axioms GoldstoneMagnon.gap_order_sqrt
-- 'GoldstoneMagnon.gap_order_sqrt' depends on axioms: [propext, Classical.choice, Quot.sound]
#print axioms GoldstoneMagnon.modes_of_neg
-- 'GoldstoneMagnon.modes_of_neg' depends on axioms: [propext, Classical.choice, Quot.sound]
```

## The numbers for A = 4

Take $A=4$ and $e=1$ in a common energy unit. Then $e(2A+e)=9$, the frequencies are $\pm3$, and

$$M=\begin{pmatrix}5&4\\-4&-5\end{pmatrix}.$$

The columns used in the proof are $(4,-2)$ and $(4,-8)$. Normalized so that $|v_0|^2-|v_1|^2=\pm1$, as the Bose metric requires, they become

$$\frac{1}{\sqrt3}\begin{pmatrix}2\\-1\end{pmatrix}\quad(\mu=3),\qquad \frac{1}{\sqrt3}\begin{pmatrix}1\\-2\end{pmatrix}\quad(\mu=-3).$$

For the first, $M(2,-1)^{T}=(6,-3)^{T}$, which is three times the vector.

At $e=0$ the only eigenvector direction left is $(1,-1)$, with frequency zero. Its metric norm is $1-1=0$, so it can't be normalized in this way.

A shift of $e=0.01$, a quarter of a percent of $A$, gives a gap of $\sqrt{0.0801}\approx0.283$, about seven percent of $A$. With the opposite sign, $e=-0.01$, the frequencies are $\pm i\sqrt{0.0799}\approx\pm0.283\,i$.
